# Addition and removal weights of the Hubbard bands on a hole-doped site without double occupancy

A crystal with one orbital and one electron per site and strong on-site repulsion is doped with x holes per site. Inverse photoemission then finds new states just above the Fermi level, into which an electron can be added without paying the repulsion energy. For non-interacting electrons, x holes in a filled band open addition weight x. How much weight do x holes open here?

The question can be put to a single site. Let c_s remove an electron of spin s from it, let r be the spin opposite to s, and write † for the adjoint. The operators live in a ring `A` with an adjoint operation `star`; complex scalars join in part (d). `A` may be the algebra of a whole lattice, of which the site is one part.

```lean
import Mathlib

open Finset

namespace HubbardBandSumRules

noncomputable section

variable {A : Type*} [Ring A] [StarRing A]
```

The canonical anticommutation relations are the only assumption on the operators. Spin is a `Bool`, with `true` for up, and `!s` is r.

```lean
/-- Canonical anticommutation relations for the annihilators of one site;
`true` is spin up and `false` is spin down. -/
structure IsCAR (c : Bool → A) : Prop where
  anti : ∀ s t, c s * c t + c t * c s = 0
  mixed : ∀ s t, c s * star (c t) + star (c t) * c s = if s = t then 1 else 0
```

The occupation number is n_s = c_s† c_s.

```lean
/-- The occupation number operator of spin `s`. -/
def number (c : Bool → A) (s : Bool) : A := star (c s) * c s
```

Removing an electron leads to different energies depending on whether the other spin is present. This splits c_s into a lower-band part l_s = c_s (1 − n_r) and an upper-band part u_s = c_s n_r.

```lean
/-- Annihilator of the lower Hubbard band: it removes spin `s` if the opposite spin is absent. -/
def lower (c : Bool → A) (s : Bool) : A := c s * (1 - number c (!s))

/-- Annihilator of the upper Hubbard band: it removes spin `s` if the opposite spin is present. -/
def upper (c : Bool → A) (s : Bool) : A := c s * number c (!s)
```

For band operators b_s, the frequency-integrated spectral weight for adding an electron is the expectation value of Add(b) = Σ_s b_s b_s†. For removing one it is that of Rem(b) = Σ_s b_s† b_s.

```lean
/-- Operator of the total electron-addition weight, summed over spin. -/
def addition (b : Bool → A) : A := ∑ s, b s * star (b s)

/-- Operator of the total electron-removal weight, summed over spin. -/
def removal (b : Bool → A) : A := ∑ s, star (b s) * b s
```

No Hamiltonian appears, so the bands are defined by occupation and not by energy. Reading the lower band as the low-energy part of the spectrum supposes a repulsion much larger than the hopping.

## (a) The number operator is self-adjoint

Show that

n_s† = n_s.

**Solution.** The adjoint reverses products and undoes itself:

(c_s† c_s)† = c_s† (c_s†)† = c_s† c_s.

The simplifier applies these same two rules.

```lean
/-- The number operator is self-adjoint. -/
theorem star_number (c : Bool → A) (s : Bool) : star (number c s) = number c s := by
  simp only [number, star_mul, star_star]
```

## (b) An annihilator and the opposite occupation

Show that

c_s n_r = n_r c_s.

**Solution.** Move c_s to the right through both factors of n_r. Each step changes the sign once:

c_s c_r† c_r = −c_r† c_s c_r = c_r† c_r c_s.

In Lean, `hm` and `ha` are the two anticommutators. `linear_combination` multiplies them by the factors standing beside them and adds the results, and `noncomm_ring` confirms that the difference of the two sides comes out.

```lean
/-- The annihilator of one spin commutes with the number operator of the opposite spin. -/
theorem annihilator_comm_number {c : Bool → A} (hc : IsCAR c) (s : Bool) :
    c s * number c (!s) = number c (!s) * c s := by
  have hm : c s * star (c (!s)) + star (c (!s)) * c s = 0 := by
    rw [hc.mixed]
    cases s <;> simp
  have ha := hc.anti s (!s)
  unfold number
  -- two sign changes cancel
  linear_combination (norm := noncomm_ring) hm * c (!s) - star (c (!s)) * ha
```

## (c) Weights of a projected annihilator

Let P be a self-adjoint projection, P† = P and P² = P, that commutes with c_s. Show that

(c_s P)(c_s P)† = P (1 − n_s)

(c_s P)†(c_s P) = P n_s.

**Solution.** Taking the adjoint of c_s P = P c_s gives P c_s† = c_s† P. With c_s c_s† = 1 − n_s, the first product is

c_s P P c_s† = c_s P c_s† = P c_s c_s† = P (1 − n_s).

The second is

P c_s† c_s P = P c_s† P c_s = P P c_s† c_s = P n_s.

The adjoint relation is `h'` in the code. The two linear combinations list the relations used in these chains.

```lean
/-- If a self-adjoint projection `P` commutes with `c s`, the projected annihilator `c s * P` has
addition weight `P (1 - n_s)` and removal weight `P n_s`. -/
theorem projected_weights {c : Bool → A} (hc : IsCAR c) (s : Bool) {P : A}
    (hs : star P = P) (hP : P * P = P) (h : c s * P = P * c s) :
    c s * P * star (c s * P) = P * (1 - number c s) ∧
      star (c s * P) * (c s * P) = P * number c s := by
  have hm : c s * star (c s) + star (c s) * c s = 1 := by
    rw [hc.mixed]
    simp
  have h' : star (c s) * P = P * star (c s) := by
    have h2 := congrArg star h
    simp only [star_mul, hs] at h2
    exact h2.symm
  rw [star_mul, hs]
  unfold number
  constructor
  · linear_combination (norm := noncomm_ring)
      c s * hP * star (c s) + h * star (c s) + P * hm
  · linear_combination (norm := noncomm_ring)
      P * star (c s) * h + P * h' * c s + hP * star (c s) * c s
```

## (d) The Pauli principle for one spin

Show that

n_s² = n_s.

**Solution.** Setting both spins equal in the first anticommutation relation gives 2 c_s² = 0. Halving, which the complex scalars allow, gives c_s² = 0 (`h0`). Then

n_s² = c_s† (c_s c_s†) c_s = c_s† (1 − c_s† c_s) c_s = n_s − c_s† c_s† c_s c_s = n_s.

```lean
variable [Algebra ℂ A]

/-- Pauli principle: the number operator of each spin is idempotent. -/
theorem number_idem {c : Bool → A} (hc : IsCAR c) (s : Bool) :
    number c s * number c s = number c s := by
  have hm : c s * star (c s) + star (c s) * c s = 1 := by
    rw [hc.mixed]
    simp
  have h0 : c s * c s = 0 := by
    calc c s * c s = (1 / 2 : ℂ) • (c s * c s + c s * c s) := by module
      _ = 0 := by rw [hc.anti, smul_zero]
  unfold number
  linear_combination (norm := noncomm_ring)
    star (c s) * hm * c s - star (c s) * star (c s) * h0
```

## (e) The weight operators in terms of occupation

Let N = n↑ + n↓ be the total occupation and D = n↑ n↓ the double occupancy. Show that

Add(l) = 2 (1 − N + D)

Rem(l) = N − 2D

Add(u) = N − 2D

Rem(u) = 2D.

**Solution.** By (b), n↓ commutes with c↑, and by taking adjoints also with c↑†. Hence n↑ and n↓ commute (`hn`).

For the upper band, use (c) with P = n_r, a self-adjoint projection by (a) and (d). For the lower band, use P = 1 − n_r, which is one as well, since

(1 − n_r)² = 1 − 2n_r + n_r = 1 − n_r.

Summing over spin gives

Add(l) = Σ_s (1 − n_r)(1 − n_s) = 2 − 2N + 2D

Rem(l) = Σ_s (1 − n_r) n_s = N − 2D

Add(u) = Σ_s n_r (1 − n_s) = N − 2D

Rem(u) = Σ_s n_r n_s = 2D.

`hU` and `hL` are the two uses of (c). In the last four steps `simp` writes out the spin sum, and `hn` puts n↓ n↑ into the order n↑ n↓.

```lean
/-- The weight operators of both Hubbard bands, expressed through the total occupation
and the double occupancy of the site. -/
theorem band_operators {c : Bool → A} (hc : IsCAR c) :
    addition (lower c) = (2 : ℂ) • (1 - (number c true + number c false)
        + number c true * number c false) ∧
    removal (lower c) = (number c true + number c false)
        - (2 : ℂ) • (number c true * number c false) ∧
    addition (upper c) = (number c true + number c false)
        - (2 : ℂ) • (number c true * number c false) ∧
    removal (upper c) = (2 : ℂ) • (number c true * number c false) := by
  -- the two number operators commute
  have hn : number c true * number c false = number c false * number c true := by
    have h : c true * number c false = number c false * c true :=
      annihilator_comm_number hc true
    have h' : star (c true) * number c false = number c false * star (c true) := by
      have h2 := congrArg star h
      simp only [star_mul, star_number] at h2
      exact h2.symm
    change star (c true) * c true * number c false
      = number c false * (star (c true) * c true)
    linear_combination (norm := noncomm_ring) star (c true) * h + h' * c true
  -- part (c) with the projection onto the opposite spin present (`hU`) or absent (`hL`)
  have hU := fun s => projected_weights hc s (star_number c (!s)) (number_idem hc (!s))
    (annihilator_comm_number hc s)
  have hL := fun s => projected_weights hc s (P := 1 - number c (!s))
    (by rw [star_sub, star_one, star_number])
    (by linear_combination (norm := noncomm_ring) number_idem hc (!s))
    (by linear_combination (norm := noncomm_ring) (-1 : A) * annihilator_comm_number hc s)
  refine ⟨?_, ?_, ?_, ?_⟩
  · simp only [addition, lower, hL, Fintype.sum_bool, Bool.not_true, Bool.not_false, two_smul]
    linear_combination (norm := noncomm_ring) (-1 : A) * hn
  · simp only [removal, lower, hL, Fintype.sum_bool, Bool.not_true, Bool.not_false, two_smul]
    linear_combination (norm := noncomm_ring) hn
  · simp only [addition, upper, hU, Fintype.sum_bool, Bool.not_true, Bool.not_false, two_smul]
    linear_combination (norm := noncomm_ring) hn
  · simp only [removal, upper, hU, Fintype.sum_bool, Bool.not_true, Bool.not_false, two_smul]
    linear_combination (norm := noncomm_ring) (-1 : A) * hn
```

## (f) Weights at any double occupancy

Let f be a linear functional with f(1) = 1, f(N) = 1 − x and f(D) = d. Show that

f(Add(l)) = 2 (x + d)

f(Rem(l)) = 1 − x − 2d

f(Add(u)) = 1 − x − 2d

f(Rem(u)) = 2d.

**Solution.** Apply f to the identities of (e). The first gives

2 (1 − (1 − x) + d) = 2 (x + d),

and the other three follow by direct substitution. The Lean proof does the same with the linearity rules `map_add`, `map_sub` and `map_smul`.

The functional stands for the expectation value in a pure or mixed state, correlated or not. Positivity is not needed, and x and d may even be complex. In simulations of a one-band model, these relations test whether the integrated spectra of l_s and u_s agree with the computed filling and double occupancy.

```lean
/-- Band weights at filling `1 - x` and arbitrary double occupancy `d`. -/
theorem band_weights {c : Bool → A} (hc : IsCAR c) (f : A →ₗ[ℂ] ℂ) {x d : ℂ}
    (h1 : f 1 = 1) (hD : f (number c true * number c false) = d)
    (hN : f (number c true + number c false) = 1 - x) :
    f (addition (lower c)) = 2 * (x + d) ∧ f (removal (lower c)) = 1 - x - 2 * d ∧
      f (addition (upper c)) = 1 - x - 2 * d ∧ f (removal (upper c)) = 2 * d := by
  obtain ⟨ha, hr, hua, hur⟩ := band_operators hc
  refine ⟨?_, ?_, ?_, ?_⟩
  · rw [ha, map_smul, map_add, map_sub, h1, hN, hD, smul_eq_mul]
    ring
  · rw [hr, map_sub, map_smul, hN, hD, smul_eq_mul]
  · rw [hua, map_sub, map_smul, hN, hD, smul_eq_mul]
  · rw [hur, map_smul, hD, smul_eq_mul]
```

## (g) The doped site without double occupancy

Now let f(D) = 0. Show that

f(Add(l)) = 2x

f(Rem(l)) = 1 − x

f(Add(u)) = 1 − x

f(Rem(u)) = 0.

**Solution.** Put d = 0 in (f).

This answers the opening question: x holes open addition weight 2x, twice the non-interacting value, because an empty site accepts an electron of either spin. The condition f(D) = 0 represents a repulsion so strong that no two electrons share the site. It is assumed here and not derived from a Hamiltonian; at finite repulsion, hopping generally produces some double occupancy.

```lean
/-- Without double occupancy and at filling `1 - x`, the lower band has addition weight `2x` and
removal weight `1 - x`, and the upper band has addition weight `1 - x` and removal weight zero. -/
theorem doping_sum_rule {c : Bool → A} (hc : IsCAR c) (f : A →ₗ[ℂ] ℂ) {x : ℂ}
    (h1 : f 1 = 1) (hD : f (number c true * number c false) = 0)
    (hN : f (number c true + number c false) = 1 - x) :
    f (addition (lower c)) = 2 * x ∧ f (removal (lower c)) = 1 - x ∧
      f (addition (upper c)) = 1 - x ∧ f (removal (upper c)) = 0 := by
  simpa using band_weights hc f h1 hD hN
```

## (h) What double occupancy changes

Keep f(1) = 1 and f(N) = 1 − x, but leave f(D) free. Show that

f(Add(l)) = 2x if and only if f(D) = 0

f(Add(l)) + f(Rem(l)) = 1 + x.

**Solution.** Write d = f(D). By (f), the first condition reads 2 (x + d) = 2x, which holds exactly when d = 0. In the sum, d cancels:

2x + 2d + 1 − x − 2d = 1 + x.

In the code, `rfl` chooses d to be f(D), and the two linear combinations are the two directions of the equivalence.

```lean
/-- At filling `1 - x`, the lower-band addition weight equals `2x` exactly when the mean double
occupancy vanishes; the total lower-band weight is `1 + x` for any double occupancy. -/
theorem addition_weight_iff {c : Bool → A} (hc : IsCAR c) (f : A →ₗ[ℂ] ℂ) {x : ℂ}
    (h1 : f 1 = 1) (hN : f (number c true + number c false) = 1 - x) :
    (f (addition (lower c)) = 2 * x ↔ f (number c true * number c false) = 0) ∧
      f (addition (lower c)) + f (removal (lower c)) = 1 + x := by
  obtain ⟨ha, hr, -, -⟩ := band_weights hc f h1 rfl hN
  rw [ha, hr]
  refine ⟨⟨fun h => ?_, fun h => ?_⟩, by ring⟩
  · linear_combination (1 / 2 : ℂ) * h
  · linear_combination 2 * h
```

For a numerical instance, take x = 0.1. With d = 0 the lower band has addition weight 0.2 and removal weight 0.9, and the upper band has 0.9 and 0. With d = 0.05 the site is empty with probability 0.15, singly occupied with probability 0.80 and doubly occupied with probability 0.05. The lower band then has 0.3 and 0.8, and the upper band 0.8 and 0.1. The lower-band total is 1.1 in both cases.

## (i) A state that meets every condition

In the basis empty, up, down, doubly occupied, the annihilators are 4×4 matrices. The minus sign in c↓ makes the two spins anticommute.

```lean
/-- Annihilators of one site as matrices in the basis empty, up, down, doubly occupied. -/
def siteC : Bool → Matrix (Fin 4) (Fin 4) ℂ
  | true => !![0, 1, 0, 0; 0, 0, 0, 0; 0, 0, 0, 1; 0, 0, 0, 0]
  | false => !![0, 0, 1, 0; 0, 0, 0, -1; 0, 0, 0, 0; 0, 0, 0, 0]
```

Let the site be empty with weight x and in each singly occupied state with weight (1 − x)/2. For a matrix M with indices running from 0 to 3, define

f(M) = x M₀₀ + ((1 − x)/2)(M₁₁ + M₂₂).

For real x from 0 to 1 this is the expectation value in a physical state, which is pure at x = 1 and mixed otherwise.

```lean
/-- Linear functional that, for real `x` from 0 to 1, is the expectation value in the mixture of the
empty site with weight `x` and the two singly occupied states with weight `(1 - x) / 2` each. -/
def siteState (x : ℂ) : Matrix (Fin 4) (Fin 4) ℂ →ₗ[ℂ] ℂ where
  toFun M := x * M 0 0 + (1 - x) / 2 * (M 1 1 + M 2 2)
  map_add' M N := by
    simp only [Matrix.add_apply]
    ring
  map_smul' a M := by
    simp only [Matrix.smul_apply, smul_eq_mul, RingHom.id_apply]
    ring
```

Show that these matrices obey the anticommutation relations and that

f(1) = 1, f(D) = 0, f(N) = 1 − x.

**Solution.** The relations follow by multiplying the matrices. As an example, on the doubly occupied state |2⟩,

c↑ c↓ |2⟩ = −c↑ |↑⟩ = −|0⟩

c↓ c↑ |2⟩ = c↓ |↓⟩ = |0⟩,

and the sum vanishes. The occupations are diagonal:

n↑ = diag(0, 1, 0, 1)

n↓ = diag(0, 0, 1, 1)

D = diag(0, 0, 0, 1).

Therefore

f(1) = x + (1 − x) = 1

f(D) = 0

f(N) = ((1 − x)/2)(1 + 1) = 1 − x.

Lean first writes out the creation matrices (`ht`, `hf`), then checks the relations entry by entry and evaluates f. The hypotheses of (g) are thus consistent for every x.

```lean
/-- The matrices `siteC` and the functional `siteState x` satisfy all hypotheses of the
doping sum rule, for every `x`. -/
theorem doping_sum_rule_witness (x : ℂ) :
    IsCAR siteC ∧ siteState x 1 = 1 ∧
      siteState x (number siteC true * number siteC false) = 0 ∧
      siteState x (number siteC true + number siteC false) = 1 - x := by
  -- the creation operators as explicit matrices
  have ht : star (siteC true) = !![0, 0, 0, 0; 1, 0, 0, 0; 0, 0, 0, 0; 0, 0, 1, 0] := by
    ext i j
    fin_cases i <;> fin_cases j <;> simp [siteC]
  have hf : star (siteC false) = !![0, 0, 0, 0; 0, 0, 0, 0; 1, 0, 0, 0; 0, -1, 0, 0] := by
    ext i j
    fin_cases i <;> fin_cases j <;> simp [siteC]
  refine ⟨⟨?_, ?_⟩, ?_, ?_, ?_⟩
  · intro s t
    cases s <;> cases t <;> ext i j <;> fin_cases i <;> fin_cases j <;> simp [siteC]
  · intro s t
    cases s <;> cases t <;> simp only [ht, hf] <;> ext i j <;> fin_cases i <;> fin_cases j <;>
      simp [siteC]
  · simp [siteState] <;> ring
  · simp [siteState, number, siteC, Matrix.mul_apply, Fin.sum_univ_four,
      Matrix.star_eq_conjTranspose]
  · simp [siteState, number, siteC, Matrix.mul_apply, Fin.sum_univ_four,
      Matrix.star_eq_conjTranspose] <;> ring

end

end HubbardBandSumRules
```

```lean
#print axioms HubbardBandSumRules.doping_sum_rule
#print axioms HubbardBandSumRules.addition_weight_iff
```

```
'HubbardBandSumRules.doping_sum_rule' depends on axioms: [propext, Classical.choice, Quot.sound]
'HubbardBandSumRules.addition_weight_iff' depends on axioms: [propext, Classical.choice, Quot.sound]
```
